# If step ratios tend to r with |r| < 1, the remaining error is asymptotically r/(1−r) times the last step

Suppose an SCF run stops because the total energy changed by less than $10^{-6}$ hartree in the last iteration. If each change is 99 per cent of the one before, an energy whose last change was $10^{-6}$ hartree is still about $10^{-4}$ hartree from its limit. The threshold was met, but it limited the change and not the error. The theorems below relate the two for sequences whose successive steps are asymptotically proportional, with a fixed real factor $r$ between $-1$ and $1$.

```lean
import Mathlib

open Filter Topology

namespace SCFRemainingError

noncomputable section

variable {E : Type*} [NormedAddCommGroup E] [NormedSpace ℝ E]
```

The iterates live in `E`, a real vector space with a norm. This can be the real line, for an energy, or a space of density or Fock matrices with a chosen norm.

```lean
/-- The change of the iterate that leads from `x k` to `x (k+1)`. -/
def step {E : Type*} [NormedAddCommGroup E] (x : ℕ → E) (k : ℕ) : E := x (k + 1) - x k
```

A sequence `x : ℕ → E` assigns an iterate $x_k$ to each $k = 0, 1, 2, \dots$. The step is $d_k = x_{k+1} - x_k$, so the newest iterate after step $d_k$ is $x_{k+1}$, and the remaining error is $X - x_{k+1}$, where $X$ is the limit.

The index matters. The error before the step is $X - x_k = d_k + (X - x_{k+1})$, which is one whole step more. Pairing it with $d_k$ gives the factor $1/(1-r)$ in place of $r/(1-r)$, or 100 in place of 99 at $r = 0.99$.

```lean
/-- If every step is nonzero and the next step is `r` times the present one up to a relatively
vanishing vector, the ratio of successive step lengths tends to `|r|`. -/
theorem norm_ratio_tendsto {x : ℕ → E} {r : ℝ} (hd : ∀ k, step x k ≠ 0)
    (h : Tendsto (fun k => ‖step x (k + 1) - r • step x k‖ / ‖step x k‖) atTop (𝓝 0)) :
    Tendsto (fun k => ‖step x (k + 1)‖ / ‖step x k‖) atTop (𝓝 |r|) := by
  rw [tendsto_iff_dist_tendsto_zero]
  refine squeeze_zero (fun _ => dist_nonneg) (fun k => ?_) h
  have hk : 0 < ‖step x k‖ := norm_pos_iff.mpr (hd k)
  have e : ‖step x (k + 1)‖ / ‖step x k‖ - |r|
      = (‖step x (k + 1)‖ - ‖r • step x k‖) / ‖step x k‖ := by
    rw [norm_smul, Real.norm_eq_abs]
    field_simp
  rw [Real.dist_eq, e, abs_div, abs_of_pos hk]
  gcongr
  exact abs_norm_sub_norm_le _ _
```

`Tendsto f atTop (𝓝 L)` says that $f(k) \to L$ as $k \to \infty$, and `•` multiplies a vector by a number. The hypothesis `h` therefore reads
$$\frac{\lVert d_{k+1} - r\,d_k\rVert}{\lVert d_k\rVert} \to 0 .$$
The next step is $r$ times the present one, in direction as well as length, up to a relatively vanishing vector. For density or Fock matrices in SCF with fixed linear mixing, $r$ stands for the factor by which the slowest-decaying error mode is multiplied per iteration near the solution, provided that a single real factor dominates. An energy that is stationary at the solution has an error of second order in that mode, so the $r$ of the energy sequence is usually the square of this factor. Here the asymptotic proportionality of the steps is assumed, not derived from the SCF equations.

The conclusion is $\lVert d_{k+1}\rVert / \lVert d_k\rVert \to |r|$. By the reverse triangle inequality,
$$\bigl|\,\lVert d_{k+1}\rVert - |r|\,\lVert d_k\rVert\,\bigr| \le \lVert d_{k+1} - r\,d_k\rVert .$$
Division by $\lVert d_k\rVert$ bounds the distance from $|r|$ by a quantity that tends to zero. In the proof, `abs_norm_sub_norm_le` is the inequality and `squeeze_zero` draws the conclusion.

```lean
/-- In a complete space, if all steps are nonzero and each is `r` times the previous one up to a
relatively vanishing vector, `|r| < 1`, then the iterates converge. -/
theorem iterates_converge [CompleteSpace E] {x : ℕ → E} {r : ℝ} (hr : |r| < 1)
    (hd : ∀ k, step x k ≠ 0)
    (h : Tendsto (fun k => ‖step x (k + 1) - r • step x k‖ / ‖step x k‖) atTop (𝓝 0)) :
    ∃ X, Tendsto x atTop (𝓝 X) := by
  have hs : Summable (step x) := summable_of_ratio_test_tendsto_lt_one hr
    (Eventually.of_forall hd) (norm_ratio_tendsto hd h)
  refine ⟨x 0 + ∑' k, step x k, ?_⟩
  -- the steps telescope to the iterate
  refine (hs.hasSum.tendsto_sum_nat.const_add (x 0)).congr (fun n => ?_)
  have ht : ∑ i ∈ Finset.range n, step x i = x n - x 0 := Finset.sum_range_sub x n
  rw [ht]
  abel
```

Since the length ratios tend to $|r| < 1$, the ratio test makes $\sum_k \lVert d_k\rVert$ finite. `CompleteSpace E` then ensures that $\sum_k d_k$ has a limit in the space; every finite-dimensional `E` is complete. The partial sums telescope,
$$\sum_{i=0}^{n-1} d_i = x_n - x_0 ,$$
so $x_n$ converges to $x_0 + \sum_k d_k$. The telescoping is the line `ht`.

The condition on $r$ matters at the boundary. Take $x_0 = 0$ and $x_k = 1 + \tfrac12 + \dots + \tfrac1k$. Then $d_k = 1/(k+1)$ and $d_{k+1}/d_k = (k+1)/(k+2) \to 1$, yet $x_k$ grows without bound. So $r = 1$ has to be excluded, even for steps that tend to zero.

```lean
/-- Let `x` converge to `X`, and from iteration `N` on let each step be at most `ρ < 1` times as
long as the previous one and equal to `r < 1` times it within relative tolerance `ε`. Then the
remaining error is `r/(1-r)` times the last step, within `ε/((1-r)(1-ρ))` of its length. -/
theorem remaining_error_bound {x : ℕ → E} {X : E} {r ρ ε : ℝ} {N : ℕ} (hr : r < 1)
    (hρ0 : 0 ≤ ρ) (hρ : ρ < 1) (hε : 0 ≤ ε) (hX : Tendsto x atTop (𝓝 X))
    (h1 : ∀ k ≥ N, ‖step x (k + 1)‖ ≤ ρ * ‖step x k‖)
    (h2 : ∀ k ≥ N, ‖step x (k + 1) - r • step x k‖ ≤ ε * ‖step x k‖) :
    ‖(X - x (N + 1)) - (r / (1 - r)) • step x N‖
      ≤ ε / ((1 - r) * (1 - ρ)) * ‖step x N‖ := by
  have h0 : 0 < 1 - r := by linarith
  have hg : ∀ n, ‖step x (N + n)‖ ≤ ρ ^ n * ‖step x N‖ := by
    intro n
    induction n with
    | zero => simp
    | succ n ih =>
      calc ‖step x (N + (n + 1))‖ ≤ ρ * ‖step x (N + n)‖ := h1 (N + n) (by omega)
        _ ≤ ρ * (ρ ^ n * ‖step x N‖) := mul_le_mul_of_nonneg_left ih hρ0
        _ = ρ ^ (n + 1) * ‖step x N‖ := by ring
  have hs : Tendsto (step x) atTop (𝓝 0) := by
    have h := ((tendsto_add_atTop_iff_nat 1).2 hX).sub hX
    rw [sub_self] at h
    exact h
  have hshift : Tendsto (fun n : ℕ => N + n) atTop atTop :=
    tendsto_atTop_mono (fun n => Nat.le_add_left n N) tendsto_id
  -- the corrected iterates have the same limit
  have hf : Tendsto (fun n => x (N + n + 1) + (r / (1 - r)) • step x (N + n))
      atTop (𝓝 X) := by
    have c := (((tendsto_add_atTop_iff_nat 1).2 hX).comp hshift).add
      ((hs.comp hshift).const_smul (r / (1 - r)))
    rw [smul_zero, add_zero] at c
    exact c
  -- and they move only by the deviation from exact geometric decay
  have hu : ∀ n, dist (x (N + n + 1) + (r / (1 - r)) • step x (N + n))
      (x (N + (n + 1) + 1) + (r / (1 - r)) • step x (N + (n + 1)))
      ≤ ((1 - r)⁻¹ * ε * ‖step x N‖) * ρ ^ n := by
    intro n
    have hx : x (N + n + 1 + 1) = x (N + n + 1) + step x (N + n + 1) := by simp [step]
    have hc : 1 = (1 - r) * (1 - r)⁻¹ := (mul_inv_cancel₀ h0.ne').symm
    have e : (x (N + n + 1 + 1) + (r / (1 - r)) • step x (N + n + 1))
        - (x (N + n + 1) + (r / (1 - r)) • step x (N + n))
        = (1 - r)⁻¹ • (step x (N + n + 1) - r • step x (N + n)) := by
      rw [hx, div_eq_mul_inv]
      linear_combination (norm := module) hc • step x (N + n + 1)
    calc _ = ‖(1 - r)⁻¹ • (step x (N + n + 1) - r • step x (N + n))‖ :=
          (dist_comm _ _).trans ((dist_eq_norm _ _).trans (congrArg norm e))
      _ = (1 - r)⁻¹ * ‖step x (N + n + 1) - r • step x (N + n)‖ := by
          rw [norm_smul, Real.norm_of_nonneg (inv_nonneg.mpr h0.le)]
      _ ≤ (1 - r)⁻¹ * (ε * (ρ ^ n * ‖step x N‖)) :=
          mul_le_mul_of_nonneg_left ((h2 (N + n) (by omega)).trans
            (mul_le_mul_of_nonneg_left (hg n) hε)) (inv_nonneg.mpr h0.le)
      _ = _ := by ring
  have key := dist_le_of_le_geometric_of_tendsto₀ (hr := hρ) (hu := hu) (ha := hf)
  calc _ = dist (x (N + 1) + (r / (1 - r)) • step x N) X := by
        rw [dist_comm, dist_eq_norm, sub_sub]
    _ ≤ ((1 - r)⁻¹ * ε * ‖step x N‖) / (1 - ρ) := key
    _ = _ := by
        rw [div_eq_mul_inv, div_eq_mul_inv, mul_inv]
        ring
```

This is a bound at a finite iteration $N$. It assumes that $x_k \to X$ and that, for every $k \ge N$,
$$\lVert d_{k+1}\rVert \le \rho\,\lVert d_k\rVert, \qquad \lVert d_{k+1} - r\,d_k\rVert \le \varepsilon\,\lVert d_k\rVert ,$$
with $r < 1$, $0 \le \rho < 1$ and $\varepsilon \ge 0$. The conclusion is
$$\Bigl\lVert (X - x_{N+1}) - \frac{r}{1-r}\,d_N \Bigr\rVert \le \frac{\varepsilon}{(1-r)(1-\rho)}\,\lVert d_N\rVert .$$

To derive it, add the predicted error to the iterate: $y_k = x_{k+1} + \frac{r}{1-r}\,d_k$. This corrected iterate changes by
$$y_{k+1} - y_k = d_{k+1} + \frac{r}{1-r}\,(d_{k+1} - d_k) = \frac{d_{k+1} - r\,d_k}{1-r} .$$
For exactly geometric steps it would not move at all. In general, $\lVert d_{N+n}\rVert \le \rho^n \lVert d_N\rVert$ gives
$$\lVert y_{N+n+1} - y_{N+n}\rVert \le \frac{\varepsilon}{1-r}\,\rho^n\,\lVert d_N\rVert .$$
Because $d_k \to 0$, $y_k$ also tends to $X$. Summing the geometric series over $n$ bounds $\lVert X - y_N\rVert$, which is the left-hand side of the claim.

The proof has the same parts: `hg` is the geometric bound on the steps, `hf` the limit of the corrected iterates, `hu` the bound on their changes and `key` the geometric sum. Both assumptions concern all later steps, so a run stopped at $N$ can make them plausible but cannot verify them.

```lean
/-- In a complete space, let all steps be nonzero and let each be `r` times the previous one up to
a relatively vanishing vector, `|r| < 1`. Then the iterates converge, and the remaining error is
`r/(1-r)` times the last step up to a relatively vanishing vector. -/
theorem remaining_error_vector [CompleteSpace E] {x : ℕ → E} {r : ℝ} (hr : |r| < 1)
    (hd : ∀ k, step x k ≠ 0)
    (h : Tendsto (fun k => ‖step x (k + 1) - r • step x k‖ / ‖step x k‖) atTop (𝓝 0)) :
    ∃ X, Tendsto x atTop (𝓝 X) ∧
      Tendsto (fun k => ‖(X - x (k + 1)) - (r / (1 - r)) • step x k‖ / ‖step x k‖)
        atTop (𝓝 0) := by
  obtain ⟨X, hX⟩ := iterates_converge hr hd h
  refine ⟨X, hX, ?_⟩
  obtain ⟨ρ, hrρ, hρ⟩ := exists_between hr
  have hr1 : r < 1 := (le_abs_self r).trans_lt hr
  have hp : 0 < (1 - r) * (1 - ρ) := mul_pos (by linarith) (by linarith)
  rw [Metric.tendsto_atTop]
  intro δ hδ
  -- choose the tolerance so that the finite bound gives δ/2
  have hε : 0 < δ / 2 * ((1 - r) * (1 - ρ)) := mul_pos (by linarith) hp
  obtain ⟨N, hN⟩ := eventually_atTop.1
    (((norm_ratio_tendsto hd h).eventually_lt_const hrρ).and (h.eventually_lt_const hε))
  refine ⟨N, fun k hk => ?_⟩
  have hs : ∀ j, 0 < ‖step x j‖ := fun j => norm_pos_iff.mpr (hd j)
  have b := remaining_error_bound (N := k) hr1 ((abs_nonneg r).trans hrρ.le) hρ hε.le hX
    (fun j hj => ((div_lt_iff₀ (hs j)).1 (hN j (le_trans hk hj)).1).le)
    (fun j hj => ((div_lt_iff₀ (hs j)).1 (hN j (le_trans hk hj)).2).le)
  rw [mul_div_cancel_right₀ _ hp.ne'] at b
  rw [Real.dist_eq, sub_zero, abs_of_nonneg (div_nonneg (norm_nonneg _) (norm_nonneg _)),
    div_lt_iff₀ (hs k)]
  have := mul_pos hδ (hs k)
  linarith
```

The statement `∃ X, … ∧ …` says that there is a limit $X$ for which both properties hold: $x_k \to X$, and
$$X - x_{k+1} = \frac{r}{1-r}\,d_k + \text{a vector small compared with } d_k .$$

Given $\delta > 0$, choose $\rho$ with $|r| < \rho < 1$ and set $\varepsilon = \frac{\delta}{2}(1-r)(1-\rho)$. From some iteration onwards, both assumptions of the finite bound hold. It then gives a relative deviation of at most $\delta/2$, which is less than $\delta$. In Lean, `exists_between` supplies $\rho$, and `hN` records that both conditions hold from `N` on.

The theorem does not say that $X$ is a ground state, or even a self-consistent solution. It knows only the sequence, not the map that generated it.

```lean
/-- If a real sequence has nonzero steps whose successive ratio tends to `r`, `|r| < 1`, then it
converges, and the remaining error divided by the last step tends to `r/(1-r)`. -/
theorem remaining_error {x : ℕ → ℝ} {r : ℝ} (hr : |r| < 1) (hd : ∀ k, step x k ≠ 0)
    (h : Tendsto (fun k => step x (k + 1) / step x k) atTop (𝓝 r)) :
    ∃ X, Tendsto x atTop (𝓝 X) ∧
      Tendsto (fun k => (X - x (k + 1)) / step x k) atTop (𝓝 (r / (1 - r))) := by
  have aux : ∀ a b d : ℝ, d ≠ 0 → ‖a - b • d‖ / ‖d‖ = ‖a / d - b‖ := by
    intro a b d hd
    rw [← norm_div, smul_eq_mul, sub_div, mul_div_cancel_right₀ _ hd]
  obtain ⟨X, hX, hE⟩ := remaining_error_vector hr hd
    ((tendsto_iff_norm_sub_tendsto_zero.1 h).congr fun k => (aux _ _ _ (hd k)).symm)
  exact ⟨X, hX, tendsto_iff_norm_sub_tendsto_zero.2 (hE.congr fun k => aux _ _ _ (hd k))⟩
```

For real numbers one can divide by the step. If $d_k \ne 0$ for all $k$ and $d_{k+1}/d_k \to r$ with $|r| < 1$, then $x_k$ converges to some $X$ and
$$\frac{X - x_{k+1}}{d_k} \to \frac{r}{1-r} .$$
The vector theorem applies because $|a - b\,d|/|d| = |a/d - b|$ for $d \ne 0$. This identity is `aux`, used once to translate the hypothesis and once to translate the conclusion.

The value $r = 0$ is allowed, and then the error is negligible compared with the last step. For negative $r$ the iterates eventually alternate around the limit, and the error has the opposite sign to the last step: at $r = -\tfrac12$ the factor is $-\tfrac13$.

```lean
/-- If the steps are nonzero and their successive ratio tends to 0.99, the sequence converges and
the remaining error is asymptotically 99 times the last step. -/
theorem remaining_error_ninety_nine {x : ℕ → ℝ} (hd : ∀ k, step x k ≠ 0)
    (h : Tendsto (fun k => step x (k + 1) / step x k) atTop (𝓝 0.99)) :
    ∃ X, Tendsto x atTop (𝓝 X) ∧
      Tendsto (fun k => (X - x (k + 1)) / step x k) atTop (𝓝 99) := by
  obtain ⟨X, hX, hE⟩ := remaining_error (by rw [abs_lt]; constructor <;> norm_num) hd h
  have e : (0.99 : ℝ) / (1 - 0.99) = 99 := by norm_num
  rw [e] at hE
  exact ⟨X, hX, hE⟩
```

Here $r = 0.99$, and $0.99/(1 - 0.99) = 99$. The proof checks $|0.99| < 1$, applies the previous theorem and evaluates the fraction with `norm_num`.

```lean
/-- Conversely, if the steps are nonzero and the signed difference `X - x (k + 1)` from a reference
value `X`, divided by the last step, tends to `L ≠ -1`, then the ratio of successive steps tends to
`L/(1+L)`. -/
theorem step_ratio_of_remaining_error {x : ℕ → ℝ} {X L : ℝ} (hL : L ≠ -1)
    (hd : ∀ k, step x k ≠ 0)
    (h : Tendsto (fun k => (X - x (k + 1)) / step x k) atTop (𝓝 L)) :
    Tendsto (fun k => step x (k + 1) / step x k) atTop (𝓝 (L / (1 + L))) := by
  have hL' : 1 + L ≠ 0 := fun h0 => hL (by linarith)
  have c : Tendsto (fun k => 1 + (X - x (k + 1 + 1)) / step x (k + 1)) atTop (𝓝 (1 + L)) :=
    (h.comp (tendsto_add_atTop_nat 1)).const_add 1
  refine (h.div c hL').congr' ?_
  filter_upwards [c.eventually_ne hL'] with k hk
  have h1 := hd k
  have h2 := hd (k + 1)
  -- the old error is the new error plus the new step
  have s : X - x (k + 1) = step x (k + 1) + (X - x (k + 1 + 1)) := by
    simp only [step]
    ring
  show (X - x (k + 1)) / step x k / (1 + (X - x (k + 1 + 1)) / step x (k + 1)) = _
  rw [div_eq_iff hk, s]
  field_simp
```

This is the converse direction. Write $e_k = X - x_{k+1}$ and assume $e_k/d_k \to L$ with $L \ne -1$. The old error is the new step plus the new error, $e_k = d_{k+1} + e_{k+1}$, which is the line `s`. Hence, once the denominator is nonzero,
$$\frac{d_{k+1}}{d_k} = \frac{e_k/d_k}{1 + e_{k+1}/d_{k+1}} \to \frac{L}{1+L} .$$
For $L = 99$ this returns $0.99$. The theorem takes $X$ as a given reference value and does not assume that $x_k$ converges to it.

```lean
/-- Aitken's extrapolated value from three successive iterates. Where the two steps between them are
equal, the function returns the last iterate `x (k + 2)`. -/
def aitken (x : ℕ → ℝ) (k : ℕ) : ℝ :=
  x (k + 2) - step x (k + 1) ^ 2 / (step x (k + 1) - step x k)
```

If the limiting ratio is unknown, it can be estimated by $d_{k+1}/d_k$. Inserting this estimate in $x_{k+2} + \frac{r}{1-r}\,d_{k+1}$ gives Aitken's value
$$A_k = x_{k+2} - \frac{d_{k+1}^2}{d_{k+1} - d_k} ,$$
which needs only three successive iterates. Lean sets a quotient with zero denominator to zero, so `aitken` returns $x_{k+2}$ when the two steps are equal. If all steps are nonzero and their ratio tends to a limit other than 1, this happens only finitely often.

```lean
/-- For a real sequence with limit `X` and nonzero steps whose successive ratio tends to `r`,
`|r| < 1`, the error of Aitken's extrapolated value is negligible compared with the last step. -/
theorem aitken_error {x : ℕ → ℝ} {X r : ℝ} (hr : |r| < 1) (hd : ∀ k, step x k ≠ 0)
    (hX : Tendsto x atTop (𝓝 X))
    (h : Tendsto (fun k => step x (k + 1) / step x k) atTop (𝓝 r)) :
    Tendsto (fun k => (X - aitken x k) / step x (k + 1)) atTop (𝓝 0) := by
  obtain ⟨Y, hY, hE⟩ := remaining_error hr hd h
  rw [← tendsto_nhds_unique hX hY] at hE
  have hr1 : r - 1 ≠ 0 := by linarith [(le_abs_self r).trans_lt hr] |> fun h : r - 1 < 0 => h.ne
  have c := (hE.comp (tendsto_add_atTop_nat 1)).add (h.div (h.sub_const 1) hr1)
  have e : r / (1 - r) + r / (r - 1) = 0 := by
    rw [← neg_sub 1 r, div_neg, add_neg_cancel]
  rw [e] at c
  refine c.congr (fun k => ?_)
  show (X - x (k + 2)) / step x (k + 1)
    + step x (k + 1) / step x k / (step x (k + 1) / step x k - 1) = _
  have q : step x (k + 1) / step x k - 1 = (step x (k + 1) - step x k) / step x k := by
    rw [sub_div, div_self (hd k)]
  have s : step x (k + 1) ^ 2 / (step x (k + 1) - step x k) / step x (k + 1)
      = step x (k + 1) / (step x (k + 1) - step x k) := by
    rw [div_right_comm, pow_two, mul_div_cancel_right₀ _ (hd (k + 1))]
  rw [q, div_div_div_cancel_right₀ (hd k), aitken, ← s]
  ring

end

end SCFRemainingError
```

Let $q_k = d_{k+1}/d_k \to r$. Dividing the error of $A_k$ by the last step used gives
$$\frac{X - A_k}{d_{k+1}} = \frac{X - x_{k+2}}{d_{k+1}} + \frac{q_k}{q_k - 1} \to \frac{r}{1-r} + \frac{r}{r-1} = 0 .$$
The first limit is `remaining_error` shifted by one index, and `tendsto_nhds_unique` identifies the limit found there with the given $X$. The line `e` is the cancellation.

For $r \ne 0$ the uncorrected error is comparable to the last step, so the extrapolation removes its leading part. For $r = 0$ that error is already negligible on this scale, and the theorem promises no improvement. The result concerns a single real quantity, such as a monitored energy, and is asymptotic: it does not say at which iteration the extrapolation becomes reliable.

```lean
#print axioms SCFRemainingError.remaining_error_ninety_nine
#print axioms SCFRemainingError.step_ratio_of_remaining_error
#print axioms SCFRemainingError.aitken_error
```

```
'SCFRemainingError.remaining_error_ninety_nine' depends on axioms: [propext, Classical.choice, Quot.sound]
'SCFRemainingError.step_ratio_of_remaining_error' depends on axioms: [propext, Classical.choice, Quot.sound]
'SCFRemainingError.aitken_error' depends on axioms: [propext, Classical.choice, Quot.sound]
```
